# The first Foldy–Wouthuysen step as an exact identity for truncated commutator series

## An electron coupled to its lower components

A slow electron in a static external potential is described by a four-component Dirac equation, yet its state sits almost entirely in two of the components. The other two cannot simply be deleted, because the momentum term of the Hamiltonian couples the pairs. Removing the coupling by a change of representation leaves a two-component Hamiltonian with relativistic corrections.

In units with $\hbar=c=1$, write the Dirac Hamiltonian as

$$H = mb + O + E .$$

Here $m$ is the mass and $b$ is the Dirac matrix $\beta$, with $b^2=1$. The odd operator $O$ satisfies $bO=-Ob$ and couples the pairs; the even operator $E$ satisfies $bE=Eb$ and contains the potential. The first Foldy–Wouthuysen step transforms $H$ to $e^{W}He^{-W}$ with

$$W=\frac{bO}{2m},\qquad e^{W}Xe^{-W}=X+[W,X]+\tfrac1{2!}[W,[W,X]]+\cdots$$

For Hermitian $b$ and $O$, $W$ is anti-Hermitian, so the transformation is formally unitary.

Where should the series stop? For typical speed $v$, count $O$ as $mv$, $E$ as $mv^2$ and $W$ as $v$. Keeping everything through $mv^4$ means four commutators on $mb$, three on $O$ and two on $E$.

## What the truncated series adds up to

Write $\mathrm{ad}\,X=[W,X]$. For nonzero real $m$,

$$\sum_{k=0}^{4}\frac{\mathrm{ad}^k(mb)}{k!}+\sum_{k=0}^{3}\frac{\mathrm{ad}^kO}{k!}+\sum_{k=0}^{2}\frac{\mathrm{ad}^kE}{k!}$$

equals the even part

$$mb+E+\frac{bO^2}{2m}-\frac{bO^4}{8m^3}-\frac{[O,[O,E]]}{8m^2}$$

plus the odd part

$$\frac{b[O,E]}{2m}-\frac{O^3}{3m^2}.$$

The coupling has not vanished, but it has shrunk from order $mv$ to order $mv^3$. Further steps would reduce it again.

In Lean this is `first_step`. The operators are elements of a ring `A` that is an algebra over the reals, which includes matrix algebras of any size and complex algebras. The hypotheses `hb`, `hO` and `hE` are the three relations with $b$, and `hm` is $m\neq0$. `comm` is the commutator, `generator` is $W$, and `adSeries W X n` sums the iterated commutators with their factorial weights from $k=0$ to $k=n$. The two target expressions are `evenPart` and `oddPart`; `parity` states that the first commutes with $b$ and the second anticommutes with it.

The theorem concerns finite sums. It contains no exponential, convergence statement or error bound, and domains of unbounded operators do not enter. A time-dependent $O$ would add a time-derivative term, which is absent here.

## The commutators, one chain at a time

Moving $b$ past $O$ changes the sign, so $b$ commutes with even powers of $O$ and anticommutes with odd ones. For $j\ge0$,

$$[bO,O^{2j+1}]=bO^{2j+2}+bO^{2j+2}=2bO^{2j+2},$$

$$[bO,bO^{2j}]=-O^{2j+1}-O^{2j+1}=-2O^{2j+1}.$$

Dividing by $2m$ gives

$$[W,O^{2j+1}]=\frac{bO^{2j+2}}{m},\qquad [W,bO^{2j}]=-\frac{O^{2j+1}}{m}.$$

Starting from $mb$, the successive commutators are $-O$, $-bO^2/m$, $O^3/m^2$ and $bO^4/m^3$. With the factorials, the mass term contributes

$$mb-O-\frac{bO^2}{2m}+\frac{O^3}{6m^2}+\frac{bO^4}{24m^3}.$$

Starting from $O$, the same rules give

$$O+\frac{bO^2}{m}-\frac{O^3}{2m^2}-\frac{bO^4}{6m^3}.$$

In the sum $O$ cancels, which is the purpose of this choice of $W$. The remaining coefficients are $-\tfrac12+1=\tfrac12$, $\tfrac16-\tfrac12=-\tfrac13$ and $\tfrac1{24}-\tfrac16=-\tfrac18$.

For $E$, set $C=[O,E]$. Since $bE=Eb$,

$$[W,E]=\frac{bOE-EbO}{2m}=\frac{bC}{2m}.$$

The operator $C$ is odd:

$$bC=bOE-bEO=-OEb+EOb=-Cb.$$

Hence $bO\,bC=-OC$ and $bC\,bO=-CO$, so

$$[W,bC]=-\frac{[O,C]}{2m},\qquad \frac{1}{2!}[W,[W,E]]=-\frac{[O,[O,E]]}{8m^2}.$$

Adding $E$ and $bC/(2m)$ completes the identity.

The parities follow by counting signs. The operators $O^2$, $O^4$ and $[O,C]$ each contain two or four odd factors and commute with $b$; $O^3$ and $bC$ anticommute with it.

## The upper block and its Pauli terms

Now take two-by-two blocks

$$b=\begin{pmatrix}1&0\\0&-1\end{pmatrix},\quad O=\begin{pmatrix}0&P\\P&0\end{pmatrix},\quad E=\begin{pmatrix}V&0\\0&V\end{pmatrix}.$$

Even powers of $O$ are diagonal, with entries $P^2$ or $P^4$, and $[O,[O,E]]$ has $[P,[P,V]]$ in both diagonal entries. The odd part is purely off-diagonal. The upper diagonal block is therefore

$$m+V+\frac{P^2}{2m}-\frac{P^4}{8m^3}-\frac{[P,[P,V]]}{8m^2}.$$

This is `pauli_block`, whose entry `0 0` is the upper block. There $P$ and $V$ are arbitrary elements of `A`. For an electron one sets $P=\boldsymbol\sigma\cdot\mathbf p$, with Pauli matrices $\boldsymbol\sigma$ and momentum $\mathbf p$, and takes $V$ to be the potential energy. For a smooth scalar potential, the usual vector algebra then turns the last term into

$$\frac{\nabla^2V}{8m^2}+\frac{\boldsymbol\sigma\cdot(\nabla V\times\mathbf p)}{4m^2},$$

the Darwin and spin–orbit terms. The $P^4$ term is the mass–velocity correction. In electronic structure these are the leading relativistic corrections for one electron in a static external potential; the block derived here contains no electron–electron interaction.

## The corrections in a calculation

A common perturbative treatment first solves the nonrelativistic problem and then evaluates the mass–velocity and Darwin terms as expectation values. Spin–orbit coupling is left out in a scalar-relativistic treatment or added separately. At high momentum the mass–velocity term $-p^4/(8m^3)$ outweighs the kinetic energy $p^2/(2m)$, so the corrected Hamiltonian is unbounded below and unsuitable for variational minimisation.

The identity also gives a direct check for matrix code. If $b$, $O$ and $E$ satisfy the three relations, nested commutators with these cutoffs must match the closed expression to rounding error. The powers must be products of the same matrix $O$: in a finite basis, the matrix of $p^2$ is generally not the square of the matrix of $p$.

## The complete Lean source

```lean
import Mathlib

open Matrix

namespace FoldyWouthuysenFirstStep

noncomputable section

variable {A : Type*} [Ring A]

/-- The commutator `[x, y] = xy - yx`. -/
def comm (x y : A) : A := x * y - y * x

variable [Algebra ℝ A]

/-- The Foldy-Wouthuysen generator `W = bO/(2m)`, for nonzero mass `m`. -/
def generator (m : ℝ) (b O : A) : A := (2 * m)⁻¹ • (b * O)

/-- The commutator series `X + [W, X] + [W, [W, X]]/2! + ...` up to order `n` in `W`. -/
def adSeries (W X : A) (n : ℕ) : A :=
  ∑ k ∈ Finset.range (n + 1), ((k.factorial : ℝ))⁻¹ • (comm W)^[k] X

/-- The operator `mb + E + bO²/(2m) - bO⁴/(8m³) - [O,[O,E]]/(8m²)`, for nonzero `m`. -/
def evenPart (m : ℝ) (b O E : A) : A :=
  m • b + E + (2 * m)⁻¹ • (b * O ^ 2) - (8 * m ^ 3)⁻¹ • (b * O ^ 4)
    - (8 * m ^ 2)⁻¹ • comm O (comm O E)

/-- The operator `b[O,E]/(2m) - O³/(3m²)`, for nonzero `m`. -/
def oddPart (m : ℝ) (b O E : A) : A :=
  (2 * m)⁻¹ • (b * comm O E) - (3 * m ^ 2)⁻¹ • O ^ 3

/-- The commutator with the generator is that with `bO`, divided by `2m`. -/
theorem comm_generator (m : ℝ) (b O X : A) :
    comm (generator m b O) X = (2 * m)⁻¹ • comm (b * O) X := by
  simp only [comm, generator, smul_mul_assoc, mul_smul_comm, smul_sub]

omit [Algebra ℝ A] in
/-- The commutator of an odd operator with an even one is odd. -/
theorem odd_comm_even {b O E : A} (hO : b * O = -(O * b)) (hE : b * E = E * b) :
    b * comm O E = -(comm O E * b) := by
  unfold comm
  linear_combination (norm := noncomm_ring) hO * E - O * hE - hE * O - E * hO

/-- The generator turns an odd power of `O` into `b` times the next even power, over `m`;
it turns `b` times an even power into minus the next odd power, over `m`. -/
theorem comm_generator_powers (m : ℝ) {b O : A} (hb : b * b = 1)
    (hO : b * O = -(O * b)) (j : ℕ) :
    comm (generator m b O) (O ^ (2 * j + 1)) = m⁻¹ • (b * O ^ (2 * j + 2)) ∧
    comm (generator m b O) (b * O ^ (2 * j)) = -(m⁻¹ • O ^ (2 * j + 1)) := by
  -- even powers of `O` commute with `b`
  have h2 : Commute b (O ^ 2) := by
    change b * O ^ 2 = O ^ 2 * b
    linear_combination (norm := noncomm_ring) hO * O - O * hO
  have hj : b * O ^ (2 * j) = O ^ (2 * j) * b := by
    rw [pow_mul]
    exact (h2.pow_right j).eq
  have hOb : O * b = -(b * O) := by rw [hO, neg_neg]
  have p1 : O ^ (2 * j + 1) = O ^ (2 * j) * O := pow_succ O (2 * j)
  have p2 : O ^ (2 * j + 2) = O ^ (2 * j + 1) * O := pow_succ O (2 * j + 1)
  have hodd : O ^ (2 * j + 1) * b = -(b * O ^ (2 * j + 1)) := by
    rw [p1, mul_assoc, hOb, mul_neg, ← mul_assoc, ← hj, mul_assoc]
  constructor
  · have h : comm (b * O) (O ^ (2 * j + 1)) = (2 : ℝ) • (b * O ^ (2 * j + 2)) := by
      have l : b * O * O ^ (2 * j + 1) = b * O ^ (2 * j + 2) := by
        rw [p2, mul_assoc, pow_mul_comm']
      have r : O ^ (2 * j + 1) * (b * O) = -(b * O ^ (2 * j + 2)) := by
        rw [← mul_assoc, hodd, neg_mul, mul_assoc, ← p2]
      unfold comm
      rw [l, r]
      module
    rw [comm_generator, h]
    module
  · have h : comm (b * O) (b * O ^ (2 * j)) = (-2 : ℝ) • O ^ (2 * j + 1) := by
      have l : b * O * (b * O ^ (2 * j)) = -O ^ (2 * j + 1) := by
        rw [hO, neg_mul, mul_assoc, ← mul_assoc b b, hb, one_mul, p1, pow_mul_comm']
      have r : b * O ^ (2 * j) * (b * O) = O ^ (2 * j + 1) := by
        rw [hj, mul_assoc, ← mul_assoc b b, hb, one_mul, p1]
      unfold comm
      rw [l, r]
      module
    rw [comm_generator, h]
    module

/-- The first commutator of the generator with `E` is `b[O,E]/(2m)`, and the commutator
with `b[O,E]` is `-[O,[O,E]]/(2m)`. -/
theorem comm_generator_even (m : ℝ) {b O E : A} (hb : b * b = 1)
    (hO : b * O = -(O * b)) (hE : b * E = E * b) :
    comm (generator m b O) E = (2 * m)⁻¹ • (b * comm O E) ∧
    comm (generator m b O) (b * comm O E) = -((2 * m)⁻¹ • comm O (comm O E)) := by
  constructor
  · have h : comm (b * O) E = b * comm O E := by
      unfold comm
      linear_combination (norm := noncomm_ring) hE * O
    rw [comm_generator, h]
  · have hC := odd_comm_even hO hE
    have h : comm (b * O) (b * comm O E) = -comm O (comm O E) := by
      generalize comm O E = C at hC ⊢
      have l : b * O * (b * C) = -(O * C) := by
        rw [hO, neg_mul, mul_assoc, ← mul_assoc b b, hb, one_mul]
      have r : b * C * (b * O) = -(C * O) := by
        rw [hC, neg_mul, mul_assoc, ← mul_assoc b b, hb, one_mul]
      unfold comm
      rw [l, r]
      abel
    rw [comm_generator, h, smul_neg]

/-- First Foldy-Wouthuysen step: the commutator series on `mb`, `O` and `E`, cut at orders
4, 3 and 2, add up to `evenPart` plus `oddPart`. -/
theorem first_step {m : ℝ} (hm : m ≠ 0) {b O E : A} (hb : b * b = 1)
    (hO : b * O = -(O * b)) (hE : b * E = E * b) :
    adSeries (generator m b O) (m • b) 4 + adSeries (generator m b O) O 3
      + adSeries (generator m b O) E 2 = evenPart m b O E + oddPart m b O E := by
  have c0 := (comm_generator_powers m hb hO 0).2
  have c1 := (comm_generator_powers m hb hO 0).1
  have c2 := (comm_generator_powers m hb hO 1).2
  have c3 := (comm_generator_powers m hb hO 1).1
  obtain ⟨e1, e2⟩ := comm_generator_even m hb hO hE
  norm_num only [mul_zero, zero_add, pow_zero, pow_one, mul_one] at c0 c1 c2 c3
  unfold evenPart oddPart
  generalize generator m b O = W at *
  have hs : ∀ (r : ℝ) (X : A), comm W (r • X) = r • comm W X := by
    intro r X
    simp only [comm, mul_smul_comm, smul_mul_assoc, smul_sub]
  have hn : ∀ X : A, comm W (-X) = -comm W X := by
    intro X
    simp only [comm, mul_neg, neg_mul]
    abel
  -- the mass term generates `-O`, which cancels the odd operator
  have cm : comm W (m • b) = -O := by
    rw [hs, c0, smul_neg, smul_smul, mul_inv_cancel₀ hm, one_smul]
  have i2 : ∀ X : A, (comm W)^[2] X = comm W (comm W X) := fun _ => rfl
  have i3 : ∀ X : A, (comm W)^[3] X = comm W (comm W (comm W X)) := fun _ => rfl
  have i4 : ∀ X : A, (comm W)^[4] X = comm W (comm W (comm W (comm W X))) := fun _ => rfl
  have s2 : ∀ X : A, adSeries W X 2 = X + comm W X + (2 : ℝ)⁻¹ • comm W (comm W X) := by
    intro X
    simp [adSeries, Finset.sum_range_succ, Nat.factorial, i2]
  have s3 : ∀ X : A, adSeries W X 3 = X + comm W X + (2 : ℝ)⁻¹ • comm W (comm W X)
      + (6 : ℝ)⁻¹ • comm W (comm W (comm W X)) := by
    intro X
    simp [adSeries, Finset.sum_range_succ, Nat.factorial, i2, i3]
  have s4 : ∀ X : A, adSeries W X 4 = X + comm W X + (2 : ℝ)⁻¹ • comm W (comm W X)
      + (6 : ℝ)⁻¹ • comm W (comm W (comm W X))
      + (24 : ℝ)⁻¹ • comm W (comm W (comm W (comm W X))) := by
    intro X
    simp [adSeries, Finset.sum_range_succ, Nat.factorial, i2, i3, i4]
  rw [s4, s3, s2, cm]
  simp only [hn, hs, c1, c2, c3, e1, e2]
  module

/-- `evenPart` commutes with `b`, and `oddPart` anticommutes with `b`. -/
theorem parity (m : ℝ) {b O E : A} (hO : b * O = -(O * b)) (hE : b * E = E * b) :
    b * evenPart m b O E = evenPart m b O E * b ∧
    b * oddPart m b O E = -(oddPart m b O E * b) := by
  have hC := odd_comm_even hO hE
  unfold evenPart oddPart
  generalize comm O E = C at hC ⊢
  constructor
  · have h2 : Commute b (O ^ 2) := by
      change b * O ^ 2 = O ^ 2 * b
      linear_combination (norm := noncomm_ring) hO * O - O * hO
    have h4 : Commute b (O ^ 4) := by
      have h := h2.pow_right 2
      rwa [← pow_mul] at h
    have hD : Commute b (comm O C) := by
      change b * (O * C - C * O) = (O * C - C * O) * b
      linear_combination (norm := noncomm_ring) hO * C - O * hC - hC * O + C * hO
    have hbb := Commute.refl b
    have hE' : Commute b E := hE
    exact (((((hbb.smul_right m).add_right hE').add_right
      ((hbb.mul_right h2).smul_right _)).sub_right
      ((hbb.mul_right h4).smul_right _)).sub_right (hD.smul_right _)).eq
  · have h1 : b * (b * C) = -(b * C * b) := by
      linear_combination (norm := noncomm_ring) b * hC
    have h3 : b * O ^ 3 = -(O ^ 3 * b) := by
      linear_combination (norm := noncomm_ring) hO * O ^ 2 - O * hO * O + O ^ 2 * hO
    simp only [mul_sub, sub_mul, mul_smul_comm, smul_mul_assoc, h1, h3]
    module

/-- For `b = diag(1, -1)`, `O` with zero diagonal and both other entries `P`, and `E = diag(V, V)`,
the commutator series on `mb`, `O` and `E`, cut at orders 4, 3 and 2, add up to a matrix with upper
diagonal entry `m + V + P²/(2m) - P⁴/(8m³) - [P,[P,V]]/(8m²)`. -/
theorem pauli_block {m : ℝ} (hm : m ≠ 0) (P V : A) :
    let b : Matrix (Fin 2) (Fin 2) A := !![1, 0; 0, -1]
    let O : Matrix (Fin 2) (Fin 2) A := !![0, P; P, 0]
    let E : Matrix (Fin 2) (Fin 2) A := !![V, 0; 0, V]
    (adSeries (generator m b O) (m • b) 4 + adSeries (generator m b O) O 3
      + adSeries (generator m b O) E 2) 0 0
      = m • (1 : A) + V + (2 * m)⁻¹ • P ^ 2 - (8 * m ^ 3)⁻¹ • P ^ 4
        - (8 * m ^ 2)⁻¹ • comm P (comm P V) := by
  intro b O E
  have hb : b * b = 1 := by
    ext i j
    fin_cases i <;> fin_cases j <;> simp [b, Matrix.mul_apply, Fin.sum_univ_two]
  have hO : b * O = -(O * b) := by
    ext i j
    fin_cases i <;> fin_cases j <;> simp [b, O, Matrix.mul_apply, Fin.sum_univ_two]
  have hE : b * E = E * b := by
    ext i j
    fin_cases i <;> fin_cases j <;> simp [b, E, Matrix.mul_apply, Fin.sum_univ_two]
  -- powers and commutators of the blocks
  have o2 : O ^ 2 = !![P ^ 2, 0; 0, P ^ 2] := by
    rw [pow_two, pow_two]
    ext i j
    fin_cases i <;> fin_cases j <;> simp [O, Matrix.mul_apply, Fin.sum_univ_two]
  have o3 : O ^ 3 = !![0, P ^ 2 * P; P ^ 2 * P, 0] := by
    rw [pow_succ O 2, o2]
    ext i j
    fin_cases i <;> fin_cases j <;> simp [O, Matrix.mul_apply, Fin.sum_univ_two]
  have o4 : O ^ 4 = !![P ^ 4, 0; 0, P ^ 4] := by
    have hP : P ^ 4 = P ^ 2 * P ^ 2 := pow_add P 2 2
    have hO4 : O ^ 4 = O ^ 2 * O ^ 2 := pow_add O 2 2
    rw [hO4, o2, hP]
    ext i j
    fin_cases i <;> fin_cases j <;> simp [Matrix.mul_apply, Fin.sum_univ_two]
  have k1 : comm O E = !![0, comm P V; comm P V, 0] := by
    ext i j
    fin_cases i <;> fin_cases j <;> simp [comm, O, E]
  have k2 : comm O (comm O E) = !![comm P (comm P V), 0; 0, comm P (comm P V)] := by
    rw [k1]
    generalize comm P V = C
    ext i j
    fin_cases i <;> fin_cases j <;> simp [comm, O]
  rw [first_step hm hb hO hE, evenPart, oddPart, k2, k1, o2, o3, o4]
  simp [b, E]

/-- Explicit real two-by-two matrices satisfy the relations assumed for `b`, `O` and `E`, with
double commutator `[O,[O,E]] = diag(2, -2)`. -/
theorem relations_witness :
    let b : Matrix (Fin 2) (Fin 2) ℝ := !![1, 0; 0, -1]
    let O : Matrix (Fin 2) (Fin 2) ℝ := !![0, 1; 1, 0]
    let E : Matrix (Fin 2) (Fin 2) ℝ := !![1, 0; 0, 0]
    b * b = 1 ∧ b * O = -(O * b) ∧ b * E = E * b ∧
      comm O (comm O E) = !![2, 0; 0, -2] := by
  intro b O E
  refine ⟨?_, ?_, ?_, ?_⟩ <;> ext i j <;> fin_cases i <;> fin_cases j <;>
    norm_num [b, O, E, comm, Matrix.mul_apply, Fin.sum_univ_two]

end

end FoldyWouthuysenFirstStep
```

```lean
#print axioms FoldyWouthuysenFirstStep.first_step
#print axioms FoldyWouthuysenFirstStep.parity
#print axioms FoldyWouthuysenFirstStep.pauli_block
```

```
'FoldyWouthuysenFirstStep.first_step' depends on axioms: [propext, Classical.choice, Quot.sound]
'FoldyWouthuysenFirstStep.parity' depends on axioms: [propext, Classical.choice, Quot.sound]
'FoldyWouthuysenFirstStep.pauli_block' depends on axioms: [propext, Classical.choice, Quot.sound]
```

## How the proof follows the commutator chains

`comm_generator` takes the factor $1/(2m)$ out of the commutator. `comm_generator_powers` then proves the two power rules for every natural number $j$: the local facts `l` and `r` are the two products in each commutator, and `module` combines their coefficients.

`odd_comm_even` shows that $C$ is odd. Its `linear_combination` call multiplies the assumed relations by suitable operators on the left or right, adds them, and lets `noncomm_ring` compare the results without commuting any factors. `comm_generator_even` supplies the two commutators in the $E$ chain.

In `first_step`, the facts `c0` to `c3` are the power rules at $j=0$ and $j=1$. Once these and the $E$ rules are available, `generalize` replaces the generator by a plain symbol `W`, since its explicit form is no longer needed. The fact `cm` is $[W,mb]=-O$, the step that uses $m\neq0$. The facts `s2`, `s3` and `s4` write out the three truncated series, `simp only` inserts the commutators, and the final `module` performs the coefficient sums found above.

`parity` builds the even statement from operators that commute with $b$, and obtains the odd one by moving $b$ through each term. `pauli_block` verifies the three relations entry by entry, applies `first_step` to the block matrices, and reads off the upper diagonal entry.

Finally, `relations_witness` gives real two-by-two matrices that satisfy the relations and have $[O,[O,E]]=\mathrm{diag}(2,-2)$. The assumptions therefore do not force the double-commutator correction to vanish.
